# From a solution for $W^2-W'$ to a solution for $W^2+W'$ at the same energy

## The equation, the superpotential and the two operators

A particle on a line, in units with $\hbar=2m=1$, obeys the stationary Schrödinger equation

$$-\psi''+V\psi=E\psi .$$

Suppose it has been solved for one potential. For a suitable second potential, solutions follow from the first ones by a single differentiation. The two potentials are built from one real function $W$, the superpotential, as $W^2-W'$ and $W^2+W'$. If $W$ is differentiable on an open set $s$ of the line and $\psi$ solves the equation with $W^2-W'$ there, then $\varphi=\psi'+W\psi$ solves the equation with $W^2+W'$ at the same $E$. Moreover, $-\varphi'+W\varphi=E\psi$, which recovers $\psi$ when $E\neq0$.

In one-particle, one-dimensional quantum mechanics, this produces solvable potentials from known ones. The example at the end turns plane waves into scattering solutions of a well.

```lean
import Mathlib

open Set Filter Topology

namespace SupersymmetricFactorisation

noncomputable section
```

The map from $\psi$ to $\varphi$ is the first-order operator

$$A=\frac{d}{dx}+W .$$

```lean
/-- The first-order operator `A = d/dx + W` with real superpotential `W`. -/
def opA (W : ℝ → ℝ) (ψ : ℝ → ℂ) (x : ℝ) : ℂ := deriv ψ x + (W x : ℂ) * ψ x
```

Wave functions are complex functions on the line, and `(W x : ℂ)` is the real number $W(x)$ read as a complex one. The operator that leads back is

$$A^\dagger=-\frac{d}{dx}+W .$$

```lean
/-- The first-order operator `A† = -d/dx + W`. -/
def opAdag (W : ℝ → ℝ) (φ : ℝ → ℂ) (x : ℝ) : ℂ := -deriv φ x + (W x : ℂ) * φ x
```

The dagger is only a name here. No inner product appears, and $A^\dagger$ is defined by its formula, not as an adjoint. Some texts put a factor $1/\sqrt2$ in both operators or use the opposite sign of $W$.

The potential that belongs to $A^\dagger A$ is

$$V_-=W^2-W' .$$

```lean
/-- The potential `W² - W'`. -/
def potMinus (W : ℝ → ℝ) (x : ℝ) : ℝ := W x ^ 2 - deriv W x
```

Its partner, which belongs to $AA^\dagger$, is

$$V_+=W^2+W' .$$

```lean
/-- The partner potential `W² + W'`. -/
def potPlus (W : ℝ → ℝ) (x : ℝ) : ℝ := W x ^ 2 + deriv W x
```

A solution on $s$ is a function for which $\psi'$ and $\psi''$ exist at every point of $s$ and

$$-\psi''(x)+V(x)\psi(x)=E\psi(x)\qquad(x\in s).$$

```lean
/-- On the region `s`, `ψ` is twice differentiable and solves the stationary Schrödinger
equation `-ψ'' + V ψ = E ψ`. -/
def IsSolution (s : Set ℝ) (V : ℝ → ℝ) (E : ℂ) (ψ : ℝ → ℂ) : Prop :=
  ∀ x ∈ s, DifferentiableAt ℝ ψ x ∧ DifferentiableAt ℝ (deriv ψ) x ∧
    -deriv (deriv ψ) x + (V x : ℂ) * ψ x = E * ψ x
```

The two differentiability conditions are part of the definition because Lean's `deriv` returns zero where no derivative exists. The energy may be complex, while the potential is real.

`IsSolution` imposes neither boundary conditions nor normalisability. A solution on the whole line represents a bound state only if it is square integrable, and the step from solutions to energy levels requires a separate argument that $A$ preserves this property.

## Two factorised Hamiltonians

Let $W$ be differentiable at $x$ and $\psi$ twice differentiable there. The product rule gives

$$\begin{aligned}
A^\dagger A\psi&=-(\psi'+W\psi)'+W(\psi'+W\psi)\\
&=-\psi''-W'\psi-W\psi'+W\psi'+W^2\psi\\
&=-\psi''+(W^2-W')\psi .
\end{aligned}$$

```lean
/-- Where `W` is differentiable and `ψ` is twice differentiable,
`A†A ψ = -ψ'' + (W² - W') ψ`. -/
theorem opAdag_opA {W : ℝ → ℝ} {ψ : ℝ → ℂ} {x : ℝ} (hW : DifferentiableAt ℝ W x)
    (h1 : DifferentiableAt ℝ ψ x) (h2 : DifferentiableAt ℝ (deriv ψ) x) :
    opAdag W (opA W ψ) x = -deriv (deriv ψ) x + (potMinus W x : ℂ) * ψ x := by
  have h := h2.hasDerivAt.fun_add (hW.hasDerivAt.ofReal_comp.fun_mul h1.hasDerivAt)
  have hd : HasDerivAt (opA W ψ) _ x := h
  simp only [opAdag, potMinus]
  rw [hd.deriv]
  simp only [opA]
  push_cast
  ring
```

The statement concerns a single point, and $\psi$ need not solve any equation. In the proof, `h` assembles the derivative of $\psi'+W\psi$ from the sum and product rules, `hd.deriv` inserts it, and `ring` cancels the terms $\pm W\psi'$.

In the opposite order, the sign of $W'$ changes:

$$\begin{aligned}
AA^\dagger\varphi&=(-\varphi'+W\varphi)'+W(-\varphi'+W\varphi)\\
&=-\varphi''+W'\varphi+W\varphi'-W\varphi'+W^2\varphi\\
&=-\varphi''+(W^2+W')\varphi .
\end{aligned}$$

```lean
/-- Where `W` is differentiable and `φ` is twice differentiable,
`A A† φ = -φ'' + (W² + W') φ`. -/
theorem opA_opAdag {W : ℝ → ℝ} {φ : ℝ → ℂ} {x : ℝ} (hW : DifferentiableAt ℝ W x)
    (h1 : DifferentiableAt ℝ φ x) (h2 : DifferentiableAt ℝ (deriv φ) x) :
    opA W (opAdag W φ) x = -deriv (deriv φ) x + (potPlus W x : ℂ) * φ x := by
  have h := h2.hasDerivAt.fun_neg.fun_add (hW.hasDerivAt.ofReal_comp.fun_mul h1.hasDerivAt)
  have hd : HasDerivAt (opAdag W φ) _ x := h
  simp only [opA, potPlus]
  rw [hd.deriv]
  simp only [opAdag]
  push_cast
  ring
```

## The partner equation without a second derivative of $W$

Now let $\psi$ solve the equation with $V_-$ on the open set $s$, and put $\varphi=A\psi$. The first factorisation turns the Schrödinger equation into $A^\dagger\varphi=E\psi$, that is,

$$\varphi'=W\varphi-E\psi .$$

Differentiating $\psi'+W\psi$ twice term by term would call for $\psi'''$ and $W''$, which need not exist. The right side above contains only differentiable functions, so $\varphi'$ is differentiable, and

$$\begin{aligned}
\varphi''&=W'\varphi+W\varphi'-E\psi'\\
&=W'\varphi+W(W\varphi-E\psi)-E\psi'\\
&=(W^2+W')\varphi-E(\psi'+W\psi)\\
&=(W^2+W')\varphi-E\varphi .
\end{aligned}$$

This is the partner equation.

```lean
/-- Let `W` be differentiable on an open region and let `ψ` solve the Schrödinger equation with
potential `W² - W'` there. Then `φ = ψ' + W ψ` is twice differentiable and solves the equation
with potential `W² + W'` at the same `E`, and `-φ' + W φ = E ψ`. -/
theorem partner_solution {s : Set ℝ} (hs : IsOpen s) {W : ℝ → ℝ} {E : ℂ} {ψ : ℝ → ℂ}
    (hW : ∀ x ∈ s, DifferentiableAt ℝ W x) (h : IsSolution s (potMinus W) E ψ) :
    IsSolution s (potPlus W) E (opA W ψ) ∧ ∀ x ∈ s, opAdag W (opA W ψ) x = E * ψ x := by
  have key : ∀ x ∈ s, opAdag W (opA W ψ) x = E * ψ x := fun x hx =>
    (opAdag_opA (hW x hx) (h x hx).1 (h x hx).2.1).trans (h x hx).2.2
  refine ⟨fun x hx => ?_, key⟩
  obtain ⟨h1, h2, -⟩ := h x hx
  have hφ : DifferentiableAt ℝ (opA W ψ) x :=
    (h2.hasDerivAt.fun_add
      ((hW x hx).hasDerivAt.ofReal_comp.fun_mul h1.hasDerivAt)).differentiableAt
  -- near `x` the derivative of `φ` is `W φ - E ψ`, which can be differentiated again
  have heq : deriv (opA W ψ) =ᶠ[𝓝 x] fun y => (W y : ℂ) * opA W ψ y - E * ψ y := by
    filter_upwards [hs.mem_nhds hx] with y hy
    have e := key y hy
    rw [opAdag] at e
    linear_combination -e
  have hd := (((hW x hx).hasDerivAt.ofReal_comp.fun_mul hφ.hasDerivAt).fun_sub
    (h1.hasDerivAt.const_mul E)).congr_of_eventuallyEq heq
  refine ⟨hφ, hd.differentiableAt, ?_⟩
  have e := key x hx
  rw [opAdag] at e
  have hl : opA W ψ x = deriv ψ x + (W x : ℂ) * ψ x := rfl
  rw [hd.deriv, potPlus]
  push_cast
  linear_combination (W x : ℂ) * e - E * hl
```

The hypotheses are that `s` is open, that `W` is differentiable at each of its points, and that `ψ` is a solution there for `potMinus W`. The conclusion has two parts: `opA W ψ` is a solution for `potPlus W`, which includes its being twice differentiable, and $A^\dagger A\psi=E\psi$ on `s`. The whole line is the case `s = univ`.

In the proof, `key` is the relation $A^\dagger\varphi=E\psi$. To differentiate the formula for $\varphi'$ at $x$, one needs it in a neighbourhood of $x$. Openness of $s$ supplies this, and `heq` records it. The derivative of the right side is `hd`. The last line adds $W$ times the relation $-\varphi'+W\varphi=E\psi$ to $-E$ times the definition of $\varphi$, which is the algebra displayed above.

## The map back

Constant factors are harmless because the equation is linear:

$$-(c\psi)''+Vc\psi=c(-\psi''+V\psi)=E\,c\psi .$$

```lean
/-- A constant multiple of a solution is a solution. -/
theorem IsSolution.const_mul {s : Set ℝ} {V : ℝ → ℝ} {E : ℂ} {ψ : ℝ → ℂ}
    (h : IsSolution s V E ψ) (c : ℂ) : IsSolution s V E (fun x => c * ψ x) := by
  intro x hx
  obtain ⟨h1, h2, h3⟩ := h x hx
  have e : deriv (fun y => c * ψ y) = fun y => c * deriv ψ y :=
    funext fun y => deriv_const_mul_field c
  have hd := h2.hasDerivAt.const_mul c
  rw [e]
  refine ⟨h1.const_mul c, hd.differentiableAt, ?_⟩
  rw [hd.deriv]
  linear_combination c * h3
```

Replacing $W$ by $-W$ exchanges $V_-$ and $V_+$, and it turns $A$ into

$$\frac{d}{dx}-W=-A^\dagger .$$

The result already obtained, applied to $-W$, therefore says that $-A^\dagger\varphi$ solves the equation with $V_-$ whenever $\varphi$ solves the one with $V_+$. Multiplication by $-1$ removes the sign.

```lean
/-- For `W` differentiable on an open region, `A†` maps solutions for the potential `W² + W'`
to solutions for `W² - W'` at the same `E`. -/
theorem partner_solution_back {s : Set ℝ} (hs : IsOpen s) {W : ℝ → ℝ} {E : ℂ} {φ : ℝ → ℂ}
    (hW : ∀ x ∈ s, DifferentiableAt ℝ W x) (h : IsSolution s (potPlus W) E φ) :
    IsSolution s (potMinus W) E (opAdag W φ) := by
  -- changing the sign of `W` exchanges the two potentials
  have e1 : potMinus (fun x => -W x) = potPlus W := by
    funext x
    simp [potMinus, potPlus]
  have e2 : potPlus (fun x => -W x) = potMinus W := by
    funext x
    simp [potMinus, potPlus, sub_eq_add_neg]
  have e3 : opAdag W φ = fun x => (-1 : ℂ) * opA (fun x => -W x) φ x := by
    funext x
    simp only [opAdag, opA]
    push_cast
    ring
  rw [← e1] at h
  have h' := (partner_solution hs (fun x hx => (hW x hx).fun_neg) h).1
  rw [e2] at h'
  rw [e3]
  exact h'.const_mul (-1)
```

The equalities `e1` and `e2` exchange the potentials, and `e3` is the relation between the operators.

## A one-to-one correspondence at non-zero energy

If $A\psi=0$ throughout $s$, then $\varphi$ and $\varphi'$ both vanish there, and

$$E\psi=-\varphi'+W\varphi=0 .$$

For $E\neq0$ this forces $\psi=0$ on $s$, so no non-zero solution is lost.

```lean
/-- For `E ≠ 0` and `W` differentiable on an open region, a solution `ψ` for `W² - W'` with
`A ψ = 0` throughout the region vanishes there. -/
theorem eq_zero_of_opA_eq_zero {s : Set ℝ} (hs : IsOpen s) {W : ℝ → ℝ} {E : ℂ} {ψ : ℝ → ℂ}
    (hW : ∀ x ∈ s, DifferentiableAt ℝ W x) (hE : E ≠ 0)
    (h : IsSolution s (potMinus W) E ψ) (h0 : ∀ x ∈ s, opA W ψ x = 0) :
    ∀ x ∈ s, ψ x = 0 := by
  intro x hx
  have e := (partner_solution hs hW h).2 x hx
  have heq : opA W ψ =ᶠ[𝓝 x] fun _ => (0 : ℂ) := by
    filter_upwards [hs.mem_nhds hx] with y hy using h0 y hy
  rw [opAdag, heq.deriv_eq, h0 x hx, deriv_const, neg_zero, mul_zero, add_zero] at e
  exact (mul_eq_zero.mp e.symm).resolve_left hE
```

Here `heq` states that $\varphi$ is zero near $x$, which makes its derivative zero at $x$.

Every partner solution is also reached. Given $\varphi$ with $-\varphi''+V_+\varphi=E\varphi$ and $E\neq0$, take $\psi=E^{-1}A^\dagger\varphi$. This solves the equation with $V_-$, and

$$A\psi=E^{-1}AA^\dagger\varphi=E^{-1}E\varphi=\varphi .$$

```lean
/-- For `E ≠ 0` and `W` differentiable on an open region, every solution `φ` for `W² + W'` is
`A ψ` for some solution `ψ` for `W² - W'` at the same `E`. -/
theorem exists_partner {s : Set ℝ} (hs : IsOpen s) {W : ℝ → ℝ} {E : ℂ} {φ : ℝ → ℂ}
    (hW : ∀ x ∈ s, DifferentiableAt ℝ W x) (hE : E ≠ 0) (h : IsSolution s (potPlus W) E φ) :
    ∃ ψ, IsSolution s (potMinus W) E ψ ∧ ∀ x ∈ s, opA W ψ x = φ x := by
  refine ⟨fun x => E⁻¹ * opAdag W φ x, (partner_solution_back hs hW h).const_mul _, ?_⟩
  intro x hx
  have e := (opA_opAdag (hW x hx) (h x hx).1 (h x hx).2.1).trans (h x hx).2.2
  rw [opA] at e
  rw [opA, deriv_const_mul_field]
  linear_combination E⁻¹ * e + φ x * inv_mul_cancel₀ hE
```

The proof supplies this $\psi$ explicitly and uses the second factorisation for the displayed line.

At $E=0$ both conclusions can fail. With $W=0$ on the whole line, both potentials vanish and $A=d/dx$. The solution $\psi=1$ is sent to zero. The solution $\varphi=x$ is not reached, since $\psi'=x$ would give $\psi''=1$ instead of $0$.

## Scattering solutions of the well $1-2/\cosh^2x$

Take $W=\tanh x$. Then $W'=1/\cosh^2x$, and $\tanh^2x+1/\cosh^2x=1$ gives

$$V_+=1,\qquad V_-=\tanh^2x-\frac1{\cosh^2x}=1-\frac2{\cosh^2x}.$$

The partner problem has a constant potential, and for real $k$ the plane wave $e^{ikx}$ solves it:

$$-(e^{ikx})''+e^{ikx}=(1+k^2)e^{ikx}.$$

Applying $A^\dagger$ gives a solution for the well at the same energy,

$$\psi_k(x)=-ik\,e^{ikx}+\tanh x\,e^{ikx}=(\tanh x-ik)\,e^{ikx}.$$

```lean
/-- For every real `k`, the function `(tanh x - i k) exp(i k x)` solves the Schrödinger equation
on the line with potential `1 - 2 / cosh² x` and energy `1 + k²`. -/
theorem reflectionless_well (k : ℝ) :
    IsSolution univ (fun x => 1 - 2 / Real.cosh x ^ 2) (1 + (k : ℂ) ^ 2)
      (fun x => ((Real.tanh x : ℂ) - Complex.I * k) * Complex.exp (Complex.I * k * x)) := by
  have ht : ∀ x, HasDerivAt Real.tanh (1 / Real.cosh x ^ 2) x := by
    intro x
    have e : Real.tanh = fun y => Real.sinh y / Real.cosh y :=
      funext Real.tanh_eq_sinh_div_cosh
    have hn : Real.cosh x * Real.cosh x - Real.sinh x * Real.sinh x = 1 := by
      linear_combination Real.cosh_sq x
    rw [e]
    refine ((Real.hasDerivAt_sinh x).fun_div (Real.hasDerivAt_cosh x)
      (Real.cosh_pos x).ne').congr_deriv ?_
    rw [hn]
  have hone : ∀ x, Real.tanh x ^ 2 + 1 / Real.cosh x ^ 2 = 1 := by
    intro x
    rw [Real.tanh_eq_sinh_div_cosh, div_pow, ← add_div, ← Real.cosh_sq,
      div_self (pow_ne_zero 2 (Real.cosh_pos x).ne')]
  have hd : ∀ x : ℝ, HasDerivAt (fun y : ℝ => Complex.exp (Complex.I * k * y))
      (Complex.I * k * Complex.exp (Complex.I * k * x)) x := by
    intro x
    refine (((hasDerivAt_id' x).ofReal_comp.const_mul (Complex.I * k)).cexp).congr_deriv ?_
    push_cast
    ring
  have hd' := funext fun x => (hd x).deriv
  -- the partner potential is constant, so plane waves solve the partner problem
  have hφ : IsSolution univ (potPlus Real.tanh) (1 + (k : ℂ) ^ 2)
      (fun y : ℝ => Complex.exp (Complex.I * k * y)) := by
    intro x _
    have h2 := (hd x).const_mul (Complex.I * k)
    rw [hd']
    refine ⟨(hd x).differentiableAt, h2.differentiableAt, ?_⟩
    rw [h2.deriv, potPlus, (ht x).deriv, hone x]
    push_cast
    linear_combination
      (-(k : ℂ) ^ 2 * Complex.exp (Complex.I * k * x)) * Complex.I_sq
  have h := partner_solution_back isOpen_univ (fun x _ => (ht x).differentiableAt) hφ
  have hV : potMinus Real.tanh = fun x => 1 - 2 / Real.cosh x ^ 2 := by
    funext x
    rw [potMinus, (ht x).deriv]
    linear_combination hone x
  have hψ : opAdag Real.tanh (fun y : ℝ => Complex.exp (Complex.I * k * y)) =
      fun x : ℝ => ((Real.tanh x : ℂ) - Complex.I * k) * Complex.exp (Complex.I * k * x) := by
    funext x
    rw [opAdag, (hd x).deriv]
    ring
  rw [hV, hψ] at h
  exact h

end

end SupersymmetricFactorisation
```

The proof follows this order. The derivative of $\tanh$ is `ht`, the identity between the hyperbolic functions is `hone`, and the derivative of the plane wave is `hd`. Then `hφ` states that the plane wave solves the partner problem, `partner_solution_back` carries it over, and `hV` and `hψ` identify the resulting potential and wave function.

The name `reflectionless_well` refers to the behaviour far from the well. For $k>0$,

$$\psi_k\approx-(1+ik)e^{ikx}\quad(x\to-\infty),\qquad
\psi_k\approx(1-ik)e^{ikx}\quad(x\to+\infty).$$

There is no $e^{-ikx}$ term on the left, hence no reflected wave, and the two amplitudes have equal modulus. These limits are read off from the formula for $\psi_k$; the theorem itself states that $\psi_k$ solves the equation.

## Numbers at the centre of the well for $k=1$

For $k=1$ the energy is $E=2$, and differentiation of $\psi=(\tanh x-i)e^{ix}$ gives

$$\psi'=\left(\frac1{\cosh^2x}+1+i\tanh x\right)e^{ix}.$$

At $x=0$ this yields $\psi=-i$ and $\psi'=2$, and one more derivative yields $\psi''=3i$. The potential there is $V_-(0)=-1$, so

$$-\psi''+V_-\psi=-3i+i=-2i=E\psi .$$

The partner function is $\varphi=A\psi=AA^\dagger e^{ix}=2e^{ix}$. At the origin $\varphi=2$, which agrees with $\psi'+W\psi=2+0$. Also $\varphi'=2i$ and $\varphi''=-2$ there, so

$$-\varphi'+W\varphi=-2i=E\psi,\qquad -\varphi''+V_+\varphi=2+2=4=E\varphi .$$

```lean
#print axioms SupersymmetricFactorisation.partner_solution_back
#print axioms SupersymmetricFactorisation.eq_zero_of_opA_eq_zero
#print axioms SupersymmetricFactorisation.exists_partner
#print axioms SupersymmetricFactorisation.reflectionless_well
```

```
'SupersymmetricFactorisation.partner_solution_back' depends on axioms: [propext, Classical.choice, Quot.sound]
'SupersymmetricFactorisation.eq_zero_of_opA_eq_zero' depends on axioms: [propext, Classical.choice, Quot.sound]
'SupersymmetricFactorisation.exists_partner' depends on axioms: [propext, Classical.choice, Quot.sound]
'SupersymmetricFactorisation.reflectionless_well' depends on axioms: [propext, Classical.choice, Quot.sound]
```
